# An error bound for truncating the commutator expansion of exp(−A) H exp(A) for complex matrices

Before the error of a truncated canonical transformation can be bounded, something must measure the size of an operator. I would like to leave that choice open: let $H$ and $A$ be complex square matrices, and let $N$ be any norm with $N(XY)\le N(X)N(Y)$. If I expand $e^{-A}He^{A}$ in nested commutators with $A$, divide the $k$-fold commutator by $k!$ and stop after $k=m$, I expect an error of at most

$$\frac{N(H)\,(2N(A))^{m+1}\,e^{2N(A)}}{(m+1)!}.$$

Can this be derived rigorously, convergence of the series included, and checked by machine?

## The bound from the omitted commutators

Yes. The derivation uses only that $N$ is a submultiplicative seminorm: it is absolutely homogeneous and satisfies the triangle inequality and $N(XY)\le N(X)N(Y)$. That $N(X)=0$ forces $X=0$ is never used. For matrices this adds only the trivial case $N=0$, because the matrices with $N(X)=0$ form a two-sided ideal, and the full matrix algebra has no such ideals except zero and itself. The spectral and Frobenius norms both qualify.

Define the nested commutators by

$$C_0=H,\qquad C_{k+1}=C_kA-AC_k,$$

and the truncated Hamiltonian by $S_m=\sum_{k=0}^{m}C_k/k!$.

**The series.** Let $L$ and $R$ be the linear maps $L(X)=-AX$ and $R(X)=XA$. They commute, because $L(R(X))=-AXA=R(L(X))$. Their sum is the commutator with $A$, so $(L+R)^kH=C_k$. Also $L^k(X)=(-A)^kX$ and $R^k(X)=XA^k$; dividing by $k!$ and summing gives $e^L(X)=e^{-A}X$ and $e^R(X)=Xe^A$. Since $L$ and $R$ commute, $e^{L+R}=e^Le^R$, and therefore

$$\sum_{k=0}^{\infty}\frac{C_k}{k!}=e^{L+R}(H)=e^L(He^A)=e^{-A}He^{A}.$$

**One commutator.** The triangle inequality and submultiplicativity give

$$N(C_{k+1})\le N(C_kA)+N(AC_k)\le 2N(A)\,N(C_k).$$

With $x=2N(A)$, induction from $C_0=H$ yields $N(C_k)\le N(H)x^k$.

**The tail.** The binomial coefficient $\binom{m+1+n}{n}$ is at least 1, so $(m+1)!\,n!\le(m+1+n)!$. For every $n\ge0$ the omitted term of order $m+1+n$ then satisfies

$$\frac{N(C_{m+1+n})}{(m+1+n)!}\le\frac{N(H)x^{m+1}}{(m+1)!}\,\frac{x^n}{n!}.$$

Adding the first $n$ omitted terms gives

$$N\Big(\sum_{k<m+1+n}\frac{C_k}{k!}-S_m\Big)\le\frac{N(H)x^{m+1}}{(m+1)!}\sum_{j<n}\frac{x^j}{j!}\le\frac{N(H)x^{m+1}e^x}{(m+1)!}.$$

**The limit.** As $n\to\infty$, the matrix inside $N$ tends to $e^{-A}He^A-S_m$. The bound survives the limit if $N$ is continuous. Let $E_{ij}$ be the matrix with a single 1 in position $(i,j)$. Then

$$|N(Y)-N(X)|\le N(Y-X)\le\sum_{i,j}|Y_{ij}-X_{ij}|\,N(E_{ij}),$$

and the right-hand side vanishes as $Y\to X$ entry by entry. This proves the claim.

**The factor 2.** For $A=\mathrm{diag}(a,-a)$ and $H=E_{12}$, one has $HA=-aH$ and $AH=aH$. Each commutator thus multiplies by $-2a$, and $C_k=(-2a)^kH$. In the spectral norm $N(A)=|a|$ and $N(H)=1$, so the estimate $N(C_k)\le N(H)(2N(A))^k$ is an equality here. This $H$ is not Hermitian, so it is not a physical Hamiltonian. The Hermitian matrix $E_{12}+E_{21}$, with $a$ imaginary so that $A$ is anti-Hermitian, gives $C_k=(-2a)^kE_{12}+(2a)^kE_{21}$, whose spectral norm is $(2|a|)^k$, and equality holds again. This concerns the individual commutators, not the sharpness of the final error bound.

## What the theorems say about a transformed Hamiltonian

The main theorem is `matrix_truncation_error`. Its objects correspond to the physics as follows.

- `Matrix n n ℂ` is the space of operators on a finite-dimensional state space, written in a basis; the state space can be, for instance, the many-electron space built from finitely many orbitals. Here `n` is a finite index set, unrelated to the counting index used above.
- `H` and `A` are arbitrary matrices. In canonical transformation theory $A$ is anti-Hermitian and the transformation unitary, but neither property is needed.
- `N : Seminorm ℂ (Matrix n n ℂ)` measures size, and `hN` is submultiplicativity, the only hypothesis on it.
- `nestedComm H A k` is $C_k$. It fixes the order $[X,A]=XA-AX$, which goes with $e^{-A}He^{A}$.
- `truncatedHamiltonian H A m` is $S_m$. Its range `m + 1` includes the orders $0$ to $m$, so $m=0$ keeps only $H$.

`banach_truncation_error` gives the same bound for the norm of any complex Banach algebra, which includes the bounded operators on a Hilbert space. Unbounded Hamiltonians are not covered.

For canonical transformation theory in a finite basis, the result bounds the error of stopping the commutator expansion when every retained commutator is evaluated exactly. Practical versions of the theory also replace the many-body operators produced by the commutators with approximations built from operators that act on fewer particles at a time, and the error of that replacement is not included.

## The Lean file

```lean
import Mathlib

open Filter Topology

namespace CanonicalTransformationTruncation

noncomputable section

/-- The `k`-fold nested commutator `[..[H, A], .., A]`. -/
def nestedComm {R : Type*} [Ring R] (H A : R) : ℕ → R
  | 0 => H
  | k + 1 => nestedComm H A k * A - A * nestedComm H A k

/-- The transformed Hamiltonian truncated after the `m`-fold commutator, the `k`-fold
commutator being divided by `k!`. -/
def truncatedHamiltonian {R : Type*} [Ring R] [Algebra ℂ R] (H A : R) (m : ℕ) : R :=
  ∑ k ∈ Finset.range (m + 1), ((k.factorial : ℂ)⁻¹) • nestedComm H A k

/-- The exponential of a bounded operator `T` acts on a vector `X` by the series
`∑ T^k X / k!`. -/
theorem hasSum_exp_apply {E : Type*} [NormedAddCommGroup E] [NormedSpace ℂ E]
    [CompleteSpace E] (T : E →L[ℂ] E) (X : E) :
    HasSum (fun k : ℕ => ((k.factorial : ℂ)⁻¹) • (T ^ k) X) (NormedSpace.exp T X) := by
  obtain ⟨φ, hφ⟩ : ∃ φ : (E →L[ℂ] E) →L[ℂ] E, ∀ S, φ S = S X :=
    ⟨ContinuousLinearMap.apply ℂ E X, fun S => rfl⟩
  have h := φ.hasSum (NormedSpace.exp_series_hasSum_exp' (𝕂 := ℂ) T)
  simpa only [hφ, smul_apply] using h

set_option maxHeartbeats 400000 in
/-- In a complex Banach algebra the commutator series converges to the transformed
Hamiltonian `exp(-A) H exp(A)`. -/
theorem hasSum_nestedComm {𝔸 : Type*} [NormedRing 𝔸] [NormedAlgebra ℂ 𝔸] [CompleteSpace 𝔸]
    (H A : 𝔸) :
    HasSum (fun k : ℕ => ((k.factorial : ℂ)⁻¹) • nestedComm H A k)
      (NormedSpace.exp (-A) * H * NormedSpace.exp A) := by
  -- left multiplication by `-A` and right multiplication by `A`
  obtain ⟨L, hL⟩ : ∃ L : 𝔸 →L[ℂ] 𝔸, ∀ X, L X = -A * X :=
    ⟨ContinuousLinearMap.mul ℂ 𝔸 (-A), fun X => rfl⟩
  obtain ⟨R, hR⟩ : ∃ R : 𝔸 →L[ℂ] 𝔸, ∀ X, R X = X * A :=
    ⟨(ContinuousLinearMap.mul ℂ 𝔸).flip A, fun X => rfl⟩
  have hc : Commute L R := by
    change L * R = R * L
    ext X
    change L (R X) = R (L X)
    simp only [hL, hR, mul_assoc]
  have ev : ∀ (T : 𝔸 →L[ℂ] 𝔸) (X : 𝔸),
      HasSum (fun k : ℕ => ((k.factorial : ℂ)⁻¹) • (T ^ k) X) (NormedSpace.exp T X) :=
    fun T X => hasSum_exp_apply T X
  have hLp : ∀ (k : ℕ) (X : 𝔸), (L ^ k) X = (-A) ^ k * X := by
    intro k X
    induction k with
    | zero => simp
    | succ k ih =>
      rw [pow_succ' L k, pow_succ' (-A) k]
      change L ((L ^ k) X) = _
      rw [hL, ih, mul_assoc]
  have hRp : ∀ (k : ℕ) (X : 𝔸), (R ^ k) X = X * A ^ k := by
    intro k X
    induction k with
    | zero => simp
    | succ k ih =>
      rw [pow_succ' R k, pow_succ A k]
      change R ((R ^ k) X) = _
      rw [hR, ih, mul_assoc]
  have hLe : ∀ X, NormedSpace.exp L X = NormedSpace.exp (-A) * X := by
    intro X
    have h := (NormedSpace.exp_series_hasSum_exp' (𝕂 := ℂ) (-A)).mul_right X
    refine (ev L X).unique ?_
    simpa only [hLp, smul_mul_assoc] using h
  have hRe : ∀ X, NormedSpace.exp R X = X * NormedSpace.exp A := by
    intro X
    have h := (NormedSpace.exp_series_hasSum_exp' (𝕂 := ℂ) A).mul_left X
    refine (ev R X).unique ?_
    simpa only [hRp, mul_smul_comm] using h
  -- the sum of the two multiplications is the commutator with `A`
  have hn : ∀ k : ℕ, ((L + R) ^ k) H = nestedComm H A k := by
    intro k
    induction k with
    | zero => simp [nestedComm]
    | succ k ih =>
      rw [pow_succ']
      change L (((L + R) ^ k) H) + R (((L + R) ^ k) H) = _
      rw [ih, hL, hR, nestedComm]
      noncomm_ring
  have hexp : NormedSpace.exp (L + R) = NormedSpace.exp L * NormedSpace.exp R := by
    let : NormedAlgebra ℚ (𝔸 →L[ℂ] 𝔸) := NormedAlgebra.restrictScalars ℚ ℂ _
    exact NormedSpace.exp_add_of_commute hc
  have h := ev (L + R) H
  have e : NormedSpace.exp (L + R) H = NormedSpace.exp (-A) * H * NormedSpace.exp A := by
    rw [hexp]
    change NormedSpace.exp L (NormedSpace.exp R H) = _
    rw [hRe, hLe, mul_assoc]
  rw [e] at h
  simpa only [hn] using h

/-- The `k`-fold nested commutator has size at most `N(H) (2 N(A))^k` in any
submultiplicative seminorm `N`. -/
theorem nestedComm_le {R : Type*} [Ring R] [Algebra ℂ R] (N : Seminorm ℂ R)
    (hN : ∀ X Y, N (X * Y) ≤ N X * N Y) (H A : R) (k : ℕ) :
    N (nestedComm H A k) ≤ N H * (2 * N A) ^ k := by
  induction k with
  | zero => simp [nestedComm]
  | succ k ih =>
    have hA : 0 ≤ 2 * N A := mul_nonneg (by norm_num) (apply_nonneg N A)
    calc N (nestedComm H A (k + 1))
        ≤ N (nestedComm H A k * A) + N (A * nestedComm H A k) := map_sub_le_add N _ _
      _ ≤ N (nestedComm H A k) * N A + N A * N (nestedComm H A k) :=
          add_le_add (hN _ _) (hN _ _)
      _ = 2 * N A * N (nestedComm H A k) := by ring
      _ ≤ 2 * N A * (N H * (2 * N A) ^ k) := mul_le_mul_of_nonneg_left ih hA
      _ = N H * (2 * N A) ^ (k + 1) := by ring

/-- If the commutator series converges to `E`, truncating it after the `m`-fold commutator
leaves an error of at most `N(H) (2 N(A))^(m+1) exp(2 N(A)) / (m+1)!` in any continuous
submultiplicative seminorm `N`. -/
theorem truncation_error_of_hasSum {R : Type*} [Ring R] [Algebra ℂ R] [TopologicalSpace R]
    [IsTopologicalAddGroup R] (N : Seminorm ℂ R) (hN : ∀ X Y, N (X * Y) ≤ N X * N Y)
    (hcont : Continuous N) {H A E : R}
    (hs : HasSum (fun k : ℕ => ((k.factorial : ℂ)⁻¹) • nestedComm H A k) E) (m : ℕ) :
    N (E - truncatedHamiltonian H A m) ≤
      N H * (2 * N A) ^ (m + 1) * Real.exp (2 * N A) / (m + 1).factorial := by
  have hx : 0 ≤ 2 * N A := mul_nonneg (by norm_num) (apply_nonneg N A)
  have hH : 0 ≤ N H := apply_nonneg N H
  -- one omitted term, using (m+1)! n! ≤ (m+1+n)!
  have term : ∀ n : ℕ,
      N ((((m + 1 + n).factorial : ℂ)⁻¹) • nestedComm H A (m + 1 + n)) ≤
        N H * (2 * N A) ^ (m + 1) / (m + 1).factorial * ((2 * N A) ^ n / n.factorial) := by
    intro n
    have hf : ((m + 1).factorial : ℝ) * n.factorial ≤ (m + 1 + n).factorial := by
      exact_mod_cast Nat.le_of_dvd (Nat.factorial_pos _)
        (Nat.factorial_mul_factorial_dvd_factorial_add (m + 1) n)
    calc N ((((m + 1 + n).factorial : ℂ)⁻¹) • nestedComm H A (m + 1 + n))
        = N (nestedComm H A (m + 1 + n)) / (m + 1 + n).factorial := by
          rw [map_smul_eq_mul, norm_inv, Complex.norm_natCast, div_eq_inv_mul]
      _ ≤ N H * (2 * N A) ^ (m + 1 + n) / ((m + 1).factorial * n.factorial) :=
          div_le_div₀ (mul_nonneg hH (pow_nonneg hx _)) (nestedComm_le N hN H A _)
            (by positivity) hf
      _ = _ := by rw [pow_add, ← mul_assoc, mul_div_mul_comm]
  -- every finite section of the tail
  have tail : ∀ n : ℕ,
      N (∑ k ∈ Finset.range (m + 1 + n), ((k.factorial : ℂ)⁻¹) • nestedComm H A k
        - truncatedHamiltonian H A m) ≤
      N H * (2 * N A) ^ (m + 1) / (m + 1).factorial *
        ∑ j ∈ Finset.range n, (2 * N A) ^ j / j.factorial := by
    intro n
    induction n with
    | zero => simp [truncatedHamiltonian]
    | succ n ih =>
      rw [← add_assoc (m + 1) n 1, Finset.sum_range_succ, Finset.sum_range_succ, mul_add,
        add_sub_right_comm]
      exact (map_add_le_add N _ _).trans (add_le_add ih (term n))
  have lim := (hcont.tendsto _).comp
    (hs.tendsto_sum_nat.sub_const (truncatedHamiltonian H A m))
  refine le_of_tendsto lim ?_
  filter_upwards [eventually_ge_atTop (m + 1)] with n hn
  obtain ⟨j, rfl⟩ := Nat.exists_eq_add_of_le hn
  refine (tail j).trans ?_
  have h := mul_le_mul_of_nonneg_left (Real.sum_le_exp_of_nonneg hx j)
    (div_nonneg (mul_nonneg hH (pow_nonneg hx (m + 1))) (Nat.cast_nonneg (m + 1).factorial))
  exact h.trans (div_mul_eq_mul_div _ _ _).le

/-- Every seminorm on complex square matrices is continuous in the matrix entries. -/
theorem matrix_seminorm_continuous {n : Type*} [Fintype n] [DecidableEq n]
    (N : Seminorm ℂ (Matrix n n ℂ)) : Continuous N := by
  have hsum : ∀ (s : Finset n) (f : n → Matrix n n ℂ), N (∑ i ∈ s, f i) ≤ ∑ i ∈ s, N (f i) := by
    intro s f
    induction s using Finset.induction_on with
    | empty => simp
    | insert a s ha ih =>
      rw [Finset.sum_insert ha, Finset.sum_insert ha]
      exact (map_add_le_add N _ _).trans (add_le_add le_rfl ih)
  -- expansion in matrix units
  have hb : ∀ X : Matrix n n ℂ, N X ≤ ∑ i, ∑ j, ‖X i j‖ * N (Matrix.single i j 1) := by
    intro X
    conv_lhs => rw [Matrix.matrix_eq_sum_single X]
    refine (hsum _ _).trans (Finset.sum_le_sum fun i _ => (hsum _ _).trans
      (Finset.sum_le_sum fun j _ => ?_))
    have h : Matrix.single i j (X i j) = X i j • Matrix.single i j (1 : ℂ) := by
      simp [Matrix.smul_single]
    rw [h, map_smul_eq_mul]
  rw [continuous_iff_continuousAt]
  intro X
  have hc : Continuous (fun Y : Matrix n n ℂ =>
      ∑ i, ∑ j, ‖Y i j - X i j‖ * N (Matrix.single i j 1)) :=
    continuous_finsetSum _ fun i _ => continuous_finsetSum _ fun j _ =>
      ((continuous_id.matrix_elem i j).sub continuous_const).norm.mul continuous_const
  have ht := hc.tendsto X
  simp only [sub_self, norm_zero, zero_mul, Finset.sum_const_zero] at ht
  exact tendsto_iff_norm_sub_tendsto_zero.2 (squeeze_zero (fun _ => norm_nonneg _)
    (fun Y => (Seminorm.norm_sub_map_le_sub N Y X).trans (hb (Y - X))) ht)

/-- For complex square matrices and any submultiplicative seminorm `N`, truncating
`exp(-A) H exp(A)` after the `m`-fold commutator leaves an error of at most
`N(H) (2 N(A))^(m+1) exp(2 N(A)) / (m+1)!`. -/
theorem matrix_truncation_error {n : Type*} [Fintype n] [DecidableEq n]
    (N : Seminorm ℂ (Matrix n n ℂ)) (hN : ∀ X Y, N (X * Y) ≤ N X * N Y)
    (H A : Matrix n n ℂ) (m : ℕ) :
    N (NormedSpace.exp (-A) * H * NormedSpace.exp A - truncatedHamiltonian H A m) ≤
      N H * (2 * N A) ^ (m + 1) * Real.exp (2 * N A) / (m + 1).factorial := by
  have hs : HasSum (fun k : ℕ => ((k.factorial : ℂ)⁻¹) • nestedComm H A k)
      (NormedSpace.exp (-A) * H * NormedSpace.exp A) := by
    let : NormedRing (Matrix n n ℂ) := Matrix.linftyOpNormedRing
    let : NormedAlgebra ℂ (Matrix n n ℂ) := Matrix.linftyOpNormedAlgebra
    have : CompleteSpace (Matrix n n ℂ) := FiniteDimensional.complete ℂ _
    exact hasSum_nestedComm H A
  exact truncation_error_of_hasSum N hN (matrix_seminorm_continuous N) hs m

/-- The same truncation bound holds for the norm of any complex Banach algebra. -/
theorem banach_truncation_error {𝔸 : Type*} [NormedRing 𝔸] [NormedAlgebra ℂ 𝔸]
    [CompleteSpace 𝔸] (H A : 𝔸) (m : ℕ) :
    ‖NormedSpace.exp (-A) * H * NormedSpace.exp A - truncatedHamiltonian H A m‖ ≤
      ‖H‖ * (2 * ‖A‖) ^ (m + 1) * Real.exp (2 * ‖A‖) / (m + 1).factorial :=
  truncation_error_of_hasSum (normSeminorm ℂ 𝔸) (fun X Y => norm_mul_le X Y)
    continuous_norm (hasSum_nestedComm H A) m

/-- For `A = diag(a, -a)` and the 2 × 2 matrix `H` whose only nonzero entry is a 1 in the upper
right corner, the `k`-fold nested commutator is `(-2a)^k` times `H`. -/
theorem nestedComm_two_level (a : ℂ) (k : ℕ) :
    nestedComm !![0, 1; 0, 0] !![a, 0; 0, -a] k = !![0, (-2 * a) ^ k; 0, 0] := by
  induction k with
  | zero => simp [nestedComm]
  | succ k ih =>
    rw [nestedComm, ih]
    ext i j
    fin_cases i <;> fin_cases j <;> simp
    ring

end

end CanonicalTransformationTruncation
```

```lean
#print axioms CanonicalTransformationTruncation.matrix_truncation_error
-- 'CanonicalTransformationTruncation.matrix_truncation_error' depends on axioms: [propext, Classical.choice, Quot.sound]
#print axioms CanonicalTransformationTruncation.banach_truncation_error
-- 'CanonicalTransformationTruncation.banach_truncation_error' depends on axioms: [propext, Classical.choice, Quot.sound]
#print axioms CanonicalTransformationTruncation.nestedComm_two_level
-- 'CanonicalTransformationTruncation.nestedComm_two_level' depends on axioms: [propext, Classical.choice, Quot.sound]
```

## How the proof follows the derivation

`hasSum_exp_apply` says that the exponential of a bounded operator, applied to a vector, is the sum of the series applied to that vector. It moves the operator series through the continuous linear map "evaluate at $X$".

`hasSum_nestedComm` establishes the commutator series. It introduces `L` and `R` as bounded operators on the algebra and proves that they commute (`hc`). The inductions `hLp` and `hRp` compute their powers; `hLe` and `hRe` then identify their exponentials, using the fact that a series has only one sum. `hn` shows that $(L+R)^kH$ is the nested commutator, and `hexp` factorises the exponential by `NormedSpace.exp_add_of_commute`.

`nestedComm_le` is the induction behind $N(C_k)\le N(H)x^k$. Its `calc` block has the same steps: triangle inequality, submultiplicativity, induction hypothesis.

`truncation_error_of_hasSum` contains the tail estimate. It assumes that the commutator series converges to some `E` and that `N` is continuous, so it serves both final theorems. Inside it, `term` bounds one omitted term, with the factorial inequality obtained from a divisibility statement, and `tail` adds these bounds by induction. `Real.sum_le_exp_of_nonneg` bounds the partial sum by the exponential, and `le_of_tendsto` carries the inequality to the limit.

`matrix_seminorm_continuous` proves continuity through the matrix units, which appear as `Matrix.single i j 1`. The bound `hb` is the expansion in entries, and `squeeze_zero` finishes the argument.

In `matrix_truncation_error`, two measures of size play separate roles. The maximum-row-sum norm is installed locally so that the Banach-algebra result can supply convergence; the error is then measured in the given `N`, whose continuity has just been proved. `banach_truncation_error` needs no such bridge, because the algebra's own norm is already continuous and submultiplicative.

Finally, `nestedComm_two_level` proves the formula $C_k=(-2a)^kH$ for the two-level example by induction, comparing the four matrix entries at each step. The spectral-norm values quoted with that example, and its Hermitian variant, are not part of this theorem.
